# Three spins 1/2 with two unit ferromagnetic bonds: the all-up state is a ground state exactly when k ≤ 1/2

For three spins 1/2 and a real coupling \(k\), the Hamiltonian

\[
H=-\mathbf S_1\cdot\mathbf S_2-\mathbf S_2\cdot\mathbf S_3+k\,\mathbf S_1\cdot\mathbf S_3
\]

has the all-up state as a ground state if and only if \(k\le 1/2\). A positive \(k\) makes the third bond antiferromagnetic, so the ferromagnetic state survives an opposing bond of up to half the strength of each of the other two.

With ferromagnetic couplings \(J_1,J_2>0\) on the first two bonds and a real coupling \(K\) on the third,

\[
H=-J_1\mathbf S_1\cdot\mathbf S_2-J_2\mathbf S_2\cdot\mathbf S_3+K\,\mathbf S_1\cdot\mathbf S_3 ,
\]

the condition becomes

\[
K\le\frac{J_1J_2}{J_1+J_2}.
\]

The spins are in units of \(\hbar\) and each bond is counted once. Rescaling all three couplings by a common positive factor, such as the factor of 4 between spin and Pauli matrices, leaves the criterion unchanged.

## Bond exchanges in an exact-diagonalisation code

An exact-diagonalisation code for spin-1/2 Heisenberg models can apply each bond by exchanging two bits of a basis label. For a term \(-J\,\mathbf S_a\cdot\mathbf S_b\), the diagonal element is \(-J/4\) if the two bits agree and \(+J/4\) if they differ. In the second case there is also an off-diagonal element \(-J/2\) to the configuration with the bits exchanged. The third bond of the trimer follows by setting \(J=-K\).

For this isotropic three-spin model, the threshold gives a test of the relative signs and relative weights of the bonds. It does not detect a common positive factor, such as every bond being counted twice. The all-up state is an eigenvector for every \(K\), so checking the eigenvalue equation alone says nothing about whether it is lowest. A Lanczos run started from it stops after one step and returns its energy, even when lower states exist.

A sharper test with \(J_1=J_2=1\) uses the full \(8\times 8\) matrix. Coupling spins 1 and 3 first gives the levels

\[
\frac{k-2}{4}\ (\text{fourfold}),\qquad -\frac{3k}{4}\ (\text{twofold}),\qquad 1+\frac{k}{4}\ (\text{twofold}).
\]

The first two cross at \(k=1/2\), where the lowest level is sixfold degenerate with energy \(-3/8\). This level list comes from ordinary angular-momentum addition and is not among the Lean theorems below.

## From spin exchange to the coupling threshold

Write \(\psi_{ijl}\) for the amplitude of a configuration of sites 1, 2 and 3, with index 0 for up and 1 for down. Let \(P_{ab}\) exchange the spins on sites \(a\) and \(b\). For two spins 1/2,

\[
\mathbf S_a\cdot\mathbf S_b=\tfrac12P_{ab}-\tfrac14 .
\]

To see this, note that the \(z\) term gives \(+1/4\) on equal spins and \(-1/4\) on opposite spins. The \(x\) and \(y\) terms cancel on equal spins and together exchange opposite spins with amplitude \(1/2\). The right-hand side has the same matrix elements.

Substituting this into \(H\) and collecting the constants gives

\[
H=E_0+\frac{J_1}{2}(1-P_{12})+\frac{J_2}{2}(1-P_{23})-\frac K2(1-P_{13}),
\qquad E_0=\frac{K-J_1-J_2}{4}.
\]

Every exchange leaves the all-up state unchanged, so that state has energy \(E_0\).

For the energy of a general state, use \(P_{ab}^2=1\) and the Hermiticity of \(P_{ab}\):

\[
\langle\psi|(1-P_{ab})|\psi\rangle=\tfrac12\|\psi-P_{ab}\psi\|^2 .
\]

Only configurations with opposite spins on \(a\) and \(b\) contribute, and each such pair of configurations appears twice in the norm. For the first bond this yields

\[
\langle\psi|(1-P_{12})|\psi\rangle=|\psi_{100}-\psi_{010}|^2+|\psi_{011}-\psi_{101}|^2,
\]

and the other bonds work in the same way. Define

\[
F(x,y,z)=J_1|x-y|^2+J_2|y-z|^2-K|x-z|^2 .
\]

Adding the three bonds gives

\[
\langle\psi|H|\psi\rangle=E_0\langle\psi|\psi\rangle
+\tfrac12F(\psi_{100},\psi_{010},\psi_{001})
+\tfrac12F(\psi_{011},\psi_{101},\psi_{110}).
\]

The first form contains the amplitudes with one spin down, the second those with two spins down. The all-up state is therefore a ground state if \(F\) is never negative.

Set \(u=x-y\) and \(v=y-z\), so that \(x-z=u+v\). Expanding the squares gives

\[
(J_1+J_2)\bigl(J_1|u|^2+J_2|v|^2\bigr)-J_1J_2|u+v|^2=|J_1u-J_2v|^2\ge0 .
\]

Dividing by \(J_1+J_2>0\) shows that

\[
J_1|x-y|^2+J_2|y-z|^2\ge\frac{J_1J_2}{J_1+J_2}|x-z|^2 .
\]

If \(K\le J_1J_2/(J_1+J_2)\), it follows that \(F\ge0\), which proves sufficiency. The coefficient is that of two springs in series.

For necessity, choose the one-down amplitudes \((x,y,z)=(J_1+J_2,J_1,0)\), for which \(J_1u=J_2v\). Then

\[
F=(J_1+J_2)\bigl[J_1J_2-K(J_1+J_2)\bigr].
\]

This is negative as soon as \(K\) exceeds the threshold, so the trial state then lies below \(E_0\). With unit ferromagnetic bonds the normalised trial amplitudes are \((2,1,0)/\sqrt5\), and the energy expectation is \(E_0+(1-2k)/5\).

At the threshold, the exchange terms acting on this trial state cancel on each site. On site 1, for example, they leave \(\tfrac12[J_1J_2-K(J_1+J_2)]=0\). The trial state is then an eigenvector with energy \(E_0\), and hence another ground state besides the all-up state.

## The Lean file for the trimer

```lean
import Mathlib

open ComplexConjugate

namespace FrustratedFerromagneticTrimer

noncomputable section

/-- A state of three spins 1/2: one complex amplitude for each configuration,
with index `0` for up and `1` for down. -/
abbrev State := Fin 2 → Fin 2 → Fin 2 → ℂ

/-- The three spin-1/2 matrices (x, y, z), in units of ħ. -/
def spin : Fin 3 → Matrix (Fin 2) (Fin 2) ℂ :=
  ![!![0, 1 / 2; 1 / 2, 0], !![0, -Complex.I / 2; Complex.I / 2, 0], !![1 / 2, 0; 0, -1 / 2]]

/-- Component `a` of the spin operator on site 1. -/
def S₁ (a : Fin 3) (ψ : State) : State := fun i j l => ∑ i', spin a i i' * ψ i' j l

/-- Component `a` of the spin operator on site 2. -/
def S₂ (a : Fin 3) (ψ : State) : State := fun i j l => ∑ j', spin a j j' * ψ i j' l

/-- Component `a` of the spin operator on site 3. -/
def S₃ (a : Fin 3) (ψ : State) : State := fun i j l => ∑ l', spin a l l' * ψ i j l'

/-- The scalar product of two vector operators, applied to a state. -/
def dot (A B : Fin 3 → State → State) (ψ : State) : State :=
  fun i j l => ∑ a, A a (B a ψ) i j l

/-- The Hamiltonian `-J₁ S₁·S₂ - J₂ S₂·S₃ + K S₁·S₃`. -/
def hamiltonian (J₁ J₂ K : ℝ) (ψ : State) : State := fun i j l =>
  -(J₁ : ℂ) * dot S₁ S₂ ψ i j l - (J₂ : ℂ) * dot S₂ S₃ ψ i j l + (K : ℂ) * dot S₁ S₃ ψ i j l

/-- The inner product of two states. -/
def braket (φ ψ : State) : ℂ := ∑ i, ∑ j, ∑ l, conj (φ i j l) * ψ i j l

/-- A ground state is a nonzero eigenvector whose real eigenvalue bounds the energy
expectation of every state from below. -/
def IsGroundState (H : State → State) (φ : State) : Prop :=
  φ ≠ 0 ∧ ∃ E : ℝ, H φ = (E : ℂ) • φ ∧
    ∀ ψ, E * (braket ψ ψ).re ≤ (braket ψ (H ψ)).re

/-- The state with all three spins up. -/
def allUp : State := fun i j l => if i = 0 ∧ j = 0 ∧ l = 0 then 1 else 0

/-- A state with one spin down: amplitude `J₁ + J₂` for site 1, `J₁` for site 2,
and zero for site 3. -/
def oneFlip (J₁ J₂ : ℝ) : State := fun i j l =>
  if i = 1 ∧ j = 0 ∧ l = 0 then ((J₁ + J₂ : ℝ) : ℂ)
  else if i = 0 ∧ j = 1 ∧ l = 0 then (J₁ : ℂ) else 0

/-- The quadratic form of the three bonds in the amplitudes `x, y, z` on sites 1, 2, 3. -/
def flipForm (J₁ J₂ K : ℝ) (x y z : ℂ) : ℝ :=
  J₁ * Complex.normSq (x - y) + J₂ * Complex.normSq (y - z) - K * Complex.normSq (x - z)

/-- For two spins 1/2, the scalar product of the spins is half the swap minus one quarter. -/
theorem spin_dot_eq_swap (f : Fin 2 → Fin 2 → ℂ) (i j : Fin 2) :
    ∑ a, ∑ i', spin a i i' * ∑ j', spin a j j' * f i' j' = f j i / 2 - f i j / 4 := by
  revert i j
  simp only [Fin.forall_fin_two, Fin.sum_univ_three, Fin.sum_univ_two]
  refine ⟨⟨?_, ?_⟩, ?_, ?_⟩ <;> simp [spin] <;> ring_nf <;>
    (try simp only [Complex.I_sq]) <;> (try ring_nf)

/-- The Hamiltonian is the constant `(K - J₁ - J₂)/4` plus terms that compare each
amplitude with the one obtained by exchanging two spins. -/
theorem hamiltonian_apply (J₁ J₂ K : ℝ) (ψ : State) (i j l : Fin 2) :
    hamiltonian J₁ J₂ K ψ i j l = (((K - J₁ - J₂) / 4 : ℝ) : ℂ) * ψ i j l
      + ((J₁ / 2 : ℝ) : ℂ) * (ψ i j l - ψ j i l) + ((J₂ / 2 : ℝ) : ℂ) * (ψ i j l - ψ i l j)
      - ((K / 2 : ℝ) : ℂ) * (ψ i j l - ψ l j i) := by
  have h12 : dot S₁ S₂ ψ i j l = ψ j i l / 2 - ψ i j l / 4 :=
    spin_dot_eq_swap (fun x y => ψ x y l) i j
  have h23 : dot S₂ S₃ ψ i j l = ψ i l j / 2 - ψ i j l / 4 :=
    spin_dot_eq_swap (fun x y => ψ i x y) j l
  have h13 : dot S₁ S₃ ψ i j l = ψ l j i / 2 - ψ i j l / 4 :=
    spin_dot_eq_swap (fun x y => ψ x j y) i l
  simp only [hamiltonian, h12, h23, h13]
  push_cast
  ring

/-- The all-up state is an eigenvector with energy `(K - J₁ - J₂)/4`. -/
theorem hamiltonian_allUp (J₁ J₂ K : ℝ) :
    hamiltonian J₁ J₂ K allUp = (((K - J₁ - J₂) / 4 : ℝ) : ℂ) • allUp := by
  funext i j l
  -- the all-up state is unchanged by every exchange of two spins
  have h1 : allUp j i l = allUp i j l := by
    fin_cases i <;> fin_cases j <;> fin_cases l <;> simp [allUp]
  have h2 : allUp i l j = allUp i j l := by
    fin_cases i <;> fin_cases j <;> fin_cases l <;> simp [allUp]
  have h3 : allUp l j i = allUp i j l := by
    fin_cases i <;> fin_cases j <;> fin_cases l <;> simp [allUp]
  rw [hamiltonian_apply, h1, h2, h3]
  simp only [Pi.smul_apply, smul_eq_mul]
  ring

/-- For any state `ψ`, normalised or not, the real part of `⟨ψ|H|ψ⟩` is `(K - J₁ - J₂)/4` times
`⟨ψ|ψ⟩` plus half the sum of the bond forms of its one-down and two-down amplitudes. -/
theorem energy_above_allUp (J₁ J₂ K : ℝ) (ψ : State) :
    (braket ψ (hamiltonian J₁ J₂ K ψ)).re = (K - J₁ - J₂) / 4 * (braket ψ ψ).re
      + (flipForm J₁ J₂ K (ψ 1 0 0) (ψ 0 1 0) (ψ 0 0 1)
        + flipForm J₁ J₂ K (ψ 0 1 1) (ψ 1 0 1) (ψ 1 1 0)) / 2 := by
  simp only [braket, hamiltonian_apply, flipForm, Fin.sum_univ_two, Complex.normSq_apply,
    Complex.add_re, Complex.add_im, Complex.sub_re, Complex.sub_im, Complex.mul_re,
    Complex.mul_im, Complex.conj_re, Complex.conj_im, Complex.ofReal_re, Complex.ofReal_im]
  ring

/-- If `J₁, J₂ > 0` and `K ≤ J₁J₂/(J₁+J₂)`, the bond form is nonnegative for all amplitudes. -/
theorem flipForm_nonneg {J₁ J₂ K : ℝ} (h₁ : 0 < J₁) (h₂ : 0 < J₂)
    (hK : K ≤ J₁ * J₂ / (J₁ + J₂)) (x y z : ℂ) : 0 ≤ flipForm J₁ J₂ K x y z := by
  have hs : 0 < J₁ + J₂ := by positivity
  -- the two ferromagnetic bonds act like springs in series
  have series : J₁ * J₂ / (J₁ + J₂) * Complex.normSq (x - z)
      ≤ J₁ * Complex.normSq (x - y) + J₂ * Complex.normSq (y - z) := by
    rw [div_mul_eq_mul_div, div_le_iff₀ hs]
    simp only [Complex.normSq_apply, Complex.sub_re, Complex.sub_im]
    nlinarith [sq_nonneg (J₁ * (x.re - y.re) - J₂ * (y.re - z.re)),
      sq_nonneg (J₁ * (x.im - y.im) - J₂ * (y.im - z.im))]
  have := mul_le_mul_of_nonneg_right hK (Complex.normSq_nonneg (x - z))
  unfold flipForm
  linarith

/-- For ferromagnetic bonds `J₁, J₂ > 0`, the all-up state is a ground state if and only if
the coupling of the third bond satisfies `K ≤ J₁J₂/(J₁+J₂)`. -/
theorem allUp_isGroundState_iff {J₁ J₂ : ℝ} (h₁ : 0 < J₁) (h₂ : 0 < J₂) (K : ℝ) :
    IsGroundState (hamiltonian J₁ J₂ K) allUp ↔ K ≤ J₁ * J₂ / (J₁ + J₂) := by
  have hs : 0 < J₁ + J₂ := by positivity
  have a0 : allUp 0 0 0 = 1 := by simp [allUp]
  constructor
  · rintro ⟨-, E, hE, hmin⟩
    rw [hamiltonian_allUp] at hE
    have h0 := congrFun (congrFun (congrFun hE 0) 0) 0
    simp only [Pi.smul_apply, smul_eq_mul, a0, mul_one] at h0
    have hE' : (K - J₁ - J₂) / 4 = E := Complex.ofReal_injective h0
    -- test the variational bound on the one-flip state
    have h := hmin (oneFlip J₁ J₂)
    rw [energy_above_allUp, hE'] at h
    have v1 : oneFlip J₁ J₂ 1 0 0 = ((J₁ + J₂ : ℝ) : ℂ) := by simp [oneFlip]
    have v2 : oneFlip J₁ J₂ 0 1 0 = (J₁ : ℂ) := by simp [oneFlip]
    have v3 : oneFlip J₁ J₂ 0 0 1 = 0 := by simp [oneFlip]
    have v4 : oneFlip J₁ J₂ 0 1 1 = 0 := by simp [oneFlip]
    have v5 : oneFlip J₁ J₂ 1 0 1 = 0 := by simp [oneFlip]
    have v6 : oneFlip J₁ J₂ 1 1 0 = 0 := by simp [oneFlip]
    simp only [v1, v2, v3, v4, v5, v6, flipForm, Complex.normSq_apply, Complex.sub_re,
      Complex.sub_im, Complex.ofReal_re, Complex.ofReal_im, Complex.zero_re,
      Complex.zero_im] at h
    rw [le_div_iff₀ hs]
    refine le_of_mul_le_mul_left ?_ hs
    nlinarith [h]
  · intro hK
    refine ⟨fun h => ?_, _, hamiltonian_allUp J₁ J₂ K, fun ψ => ?_⟩
    · have h0 := congrFun (congrFun (congrFun h 0) 0) 0
      rw [a0] at h0
      exact one_ne_zero h0
    · rw [energy_above_allUp]
      linarith [flipForm_nonneg h₁ h₂ hK (ψ 1 0 0) (ψ 0 1 0) (ψ 0 0 1),
        flipForm_nonneg h₁ h₂ hK (ψ 0 1 1) (ψ 1 0 1) (ψ 1 1 0)]

/-- For `H = -S₁·S₂ - S₂·S₃ + K S₁·S₃`, the all-up state is a ground state if and only if
`K ≤ 1/2`. -/
theorem allUp_isGroundState_iff_le_half (K : ℝ) :
    IsGroundState (hamiltonian 1 1 K) allUp ↔ K ≤ 1 / 2 := by
  rw [allUp_isGroundState_iff one_pos one_pos]
  norm_num

/-- For `J₁, J₂ > 0` and `K = J₁J₂/(J₁+J₂)`, the state `oneFlip J₁ J₂` is a ground state. -/
theorem oneFlip_isGroundState_at_threshold {J₁ J₂ : ℝ} (h₁ : 0 < J₁) (h₂ : 0 < J₂) :
    IsGroundState (hamiltonian J₁ J₂ (J₁ * J₂ / (J₁ + J₂))) (oneFlip J₁ J₂) := by
  have hs : J₁ + J₂ ≠ 0 := by positivity
  obtain ⟨K, hK⟩ : ∃ K, K = J₁ * J₂ / (J₁ + J₂) := ⟨_, rfl⟩
  rw [← hK]
  have hc : (K : ℂ) * (J₁ + J₂) = J₁ * J₂ := by
    have : K * (J₁ + J₂) = J₁ * J₂ := by rw [hK]; field_simp
    exact_mod_cast this
  refine ⟨fun h => ?_, (K - J₁ - J₂) / 4, ?_, fun ψ => ?_⟩
  · have h0 := congrFun (congrFun (congrFun h 1) 0) 0
    have v1 : oneFlip J₁ J₂ 1 0 0 = ((J₁ + J₂ : ℝ) : ℂ) := by simp [oneFlip]
    rw [v1] at h0
    exact hs (Complex.ofReal_injective h0)
  · -- the exchange terms cancel on each of the three sites
    have h10 : ¬ (1 : Fin 2) = 0 := by decide
    have h01 : ¬ (0 : Fin 2) = 1 := by decide
    have key : ∀ i j l, hamiltonian J₁ J₂ K (oneFlip J₁ J₂) i j l
        = (((K - J₁ - J₂) / 4 : ℝ) : ℂ) * oneFlip J₁ J₂ i j l := by
      simp only [Fin.forall_fin_two]
      refine ⟨⟨⟨?_, ?_⟩, ?_, ?_⟩, ⟨?_, ?_⟩, ?_, ?_⟩ <;>
        rw [hamiltonian_apply] <;>
        simp only [oneFlip, h10, h01, and_true, and_false, and_self,
          if_true, if_false] <;>
        push_cast <;>
        first
          | ring1
          | linear_combination (1 / 2 : ℂ) * hc
          | linear_combination (-1 / 2 : ℂ) * hc
    funext i j l
    exact key i j l
  · rw [energy_above_allUp]
    linarith [flipForm_nonneg h₁ h₂ hK.le (ψ 1 0 0) (ψ 0 1 0) (ψ 0 0 1),
      flipForm_nonneg h₁ h₂ hK.le (ψ 0 1 1) (ψ 1 0 1) (ψ 1 1 0)]

end

end FrustratedFerromagneticTrimer
```

```lean
#print axioms FrustratedFerromagneticTrimer.allUp_isGroundState_iff
-- 'FrustratedFerromagneticTrimer.allUp_isGroundState_iff' depends on axioms: [propext, Classical.choice, Quot.sound]
#print axioms FrustratedFerromagneticTrimer.allUp_isGroundState_iff_le_half
-- 'FrustratedFerromagneticTrimer.allUp_isGroundState_iff_le_half' depends on axioms: [propext, Classical.choice, Quot.sound]
#print axioms FrustratedFerromagneticTrimer.oneFlip_isGroundState_at_threshold
-- 'FrustratedFerromagneticTrimer.oneFlip_isGroundState_at_threshold' depends on axioms: [propext, Classical.choice, Quot.sound]
```

## The physical model encoded by the theorems

A `State` assigns a complex amplitude to three two-valued indices, so it represents a vector in the eight-dimensional spin space. The function `spin` lists the \(x\), \(y\) and \(z\) matrices, and `S₁`, `S₂` and `S₃` apply them to one index each. The Hamiltonian is built from these operators through `dot`; the exchange form is derived from it.

The inner product `braket` conjugates its first argument. `IsGroundState H φ` says that `φ` is nonzero, that it is an eigenvector with some real eigenvalue \(E\), and that every state \(\psi\) satisfies

\[
E\,\langle\psi|\psi\rangle\le\operatorname{Re}\langle\psi|H\psi\rangle .
\]

States need not be normalised, which is why the norm appears on the left. The definition does not require the ground state to be unique.

In words, `allUp_isGroundState_iff` states that for all real \(J_1,J_2>0\) and every real \(K\), the all-up state is a ground state exactly when \(K\le J_1J_2/(J_1+J_2)\). The positivity hypotheses mean that the bonds 1–2 and 2–3 both favour parallel spins. The theorem `allUp_isGroundState_iff_le_half` is the case of unit bonds, and `oneFlip_isGroundState_at_threshold` states that the trial state is a ground state at the threshold coupling.

## How the Lean proof follows the algebra

`spin_dot_eq_swap` establishes the exchange identity by checking the four index pairs with the explicit matrices. `hamiltonian_apply` uses it on each bond to obtain the constant plus exchange differences, and `hamiltonian_allUp` then gives the energy \(E_0\).

`energy_above_allUp` is the energy identity with the two forms, called `flipForm` in the file. Where the derivation above uses norms of exchange differences, Lean expands all eight amplitudes into real and imaginary parts and lets `ring` compare the polynomials.

`flipForm_nonneg` contains the completed square. Its `nlinarith` call receives the squares of the real and imaginary parts of \(J_1(x-y)-J_2(y-z)\), which together make up \(|J_1u-J_2v|^2\).

In the main theorem, the forward direction first reads the all-up component of the eigenvalue equation to identify \(E\) with \(E_0\). It then applies the ground-state bound to `oneFlip` and cancels the positive factor \(J_1+J_2\). The reverse direction applies `flipForm_nonneg` to both sets of amplitudes.

For the threshold state, Lean checks the eigenvalue equation on all eight configurations. The cancellations on sites 1 and 3 use `hc`, the relation \(K(J_1+J_2)=J_1J_2\), through `linear_combination`. The energy bound again comes from `flipForm_nonneg`.

## Scope for a simulation code

The theorems concern exact real couplings and exact complex amplitudes. For ferromagnetic bonds 1–2 and 2–3 they settle when the lowest eigenvalue of this trimer equals the all-up energy \(E_0\), but they do not verify a program's bit operations, rounding or eigensolver. Close to the threshold the two lowest levels are nearly degenerate, so a numerical comparison there needs a tolerance.

The model has three sites, spin 1/2 and isotropic exchange, with no magnetic field. The theorems do not identify the ground state above the threshold, and they give no bound for longer chains or larger lattices.
